# With positive curvature, optimal separate damping of the two spin densities lowers a quadratic energy at least as far as optimal common damping

Let the damping factors $x$ and $y$ multiply the updates of the spin-up and spin-down densities, and let the energy change be

$$Q(x,y)=ax+by+\tfrac12\,(px^2+2qxy+ry^2),$$

with slopes $a,b$ and curvatures $p,q,r$. Write $D=pr-q^2$ and $S=p+2q+r$. If $p>0$ and $D>0$, then

$$\min_{x,y}Q=-\frac{ra^2-2qab+pb^2}{2D}\;\le\;-\frac{(a+b)^2}{2S}=\min_t Q(t,t).$$

Equality holds exactly when the unrestricted minimizer $(x^*,y^*)$ has $x^*=y^*$. For an unrestricted self-consistent-field (SCF) calculation, this compares one optimally damped step with one factor or two, within a quadratic model and along fixed update directions. It says nothing about convergence of the iteration.

## A quadratic energy with a symmetric second-order part

The energy of a density pair $P$ is $E(P)=\ell(P)+\tfrac12B(P,P)$, with $\ell$ linear and $B$ bilinear. Up to an additive constant, which does not affect energy changes, Hartree–Fock energies have this form in the density matrices; for a general Kohn–Sham functional it is a second-order approximation. In Lean both densities live in one real vector space `V`, of any dimension, and a pair is an element of `V × V`. Nothing requires a damped density to be idempotent or non-negative.

```lean
import Mathlib

open Set

namespace SeparateSpinDamping

noncomputable section

variable {V : Type*} [AddCommGroup V] [Module ℝ V]

/-- Quadratic energy functional of a pair (spin-up density, spin-down density). -/
def energy (l : V × V →ₗ[ℝ] ℝ) (B : V × V →ₗ[ℝ] V × V →ₗ[ℝ] ℝ) (P : V × V) : ℝ :=
  l P + B P P / 2

/-- The expression `l u + B P u`. For symmetric `B` it is the slope of the energy at the densities
`P` in the direction `u`. -/
def slope (l : V × V →ₗ[ℝ] ℝ) (B : V × V →ₗ[ℝ] V × V →ₗ[ℝ] ℝ) (P u : V × V) : ℝ :=
  l u + B P u
```

For symmetric $B$, which is assumed from here on, the slope along a direction $u$ is $\ell(u)+B(P,u)$. The remaining definitions are $Q$, its optimal factors and the two candidate minima. All factors are real numbers: 0 keeps the old density, 1 takes the full update, and negative values or values above 1 are allowed.

```lean
/-- Energy change for damping factors `x` (spin up) and `y` (spin down), with slopes `a`, `b`
and curvatures `p`, `q`, `r`. -/
def model (a b p q r x y : ℝ) : ℝ :=
  a * x + b * y + (p * x ^ 2 + 2 * q * x * y + r * y ^ 2) / 2

/-- The spin-up factor at the stationary point of `model`, for `p * r - q ^ 2 ≠ 0`. It is optimal
when the curvature form is positive. -/
def optUp (a b p q r : ℝ) : ℝ := (q * b - r * a) / (p * r - q ^ 2)

/-- The spin-down factor at the stationary point of `model`, for `p * r - q ^ 2 ≠ 0`. It is optimal
when the curvature form is positive. -/
def optDown (a b p q r : ℝ) : ℝ := (q * a - p * b) / (p * r - q ^ 2)

/-- The value of `model` at its stationary point, for `p * r - q ^ 2 ≠ 0`. It is the minimum over
separate damping factors when the curvature form is positive. -/
def separateMin (a b p q r : ℝ) : ℝ :=
  -(r * a ^ 2 - 2 * q * a * b + p * b ^ 2) / (2 * (p * r - q ^ 2))

/-- The stationary value of `model` along `x = y`, for `p + 2 * q + r ≠ 0`. It is the minimum over
one common damping factor when `p + 2 * q + r` is positive. -/
def commonMin (a b p q r : ℝ) : ℝ := -(a + b) ^ 2 / (2 * (p + 2 * q + r))
```

Let $d_\alpha,d_\beta$ be the update directions of the two densities, and put $u=(d_\alpha,0)$, $w=(0,d_\beta)$. Expanding, and using symmetry to merge $B(u,P)$ with $B(P,u)$, $B(w,P)$ with $B(P,w)$, and $B(w,u)$ with $B(u,w)$, gives

$$E(P+xu+yw)=E(P)+x[\ell(u)+B(P,u)]+y[\ell(w)+B(P,w)]+\tfrac12[x^2B(u,u)+2xyB(u,w)+y^2B(w,w)].$$

This is $E(P)+Q(x,y)$ with $a,b$ the two slopes, $p=B(u,u)$, $q=B(u,w)$ and $r=B(w,w)$.

```lean
/-- For symmetric `B`, moving each spin density along its own update direction changes the energy
exactly by the two-variable quadratic model. -/
theorem energy_along_steps (l : V × V →ₗ[ℝ] ℝ) (B : V × V →ₗ[ℝ] V × V →ₗ[ℝ] ℝ)
    (hB : ∀ X Y, B X Y = B Y X) (P : V × V) (dα dβ : V) (x y : ℝ) :
    energy l B (P + (x • dα, y • dβ)) = energy l B P +
      model (slope l B P (dα, 0)) (slope l B P (0, dβ)) (B (dα, 0) (dα, 0))
        (B (dα, 0) (0, dβ)) (B (0, dβ) (0, dβ)) x y := by
  have key : ∀ u w : V × V, energy l B (P + (x • u + y • w)) = energy l B P +
      model (slope l B P u) (slope l B P w) (B u u) (B u w) (B w w) x y := by
    intro u w
    simp only [energy, model, slope, map_add, map_smul, LinearMap.add_apply,
      LinearMap.smul_apply, smul_eq_mul]
    linear_combination x / 2 * hB u P + y / 2 * hB w P + x * y / 2 * hB w u
  have split : ((x • dα, y • dβ) : V × V) = x • (dα, (0 : V)) + y • ((0 : V), dβ) :=
    Prod.ext (by simp) (by simp)
  rw [split]
  exact key _ _
```

The proof invokes the symmetry hypothesis `hB` three times in `linear_combination`, once for each merged pair. Without symmetry the energy is still quadratic, but these coefficients are wrong in general: each mixed term must be replaced by the average of its two orderings.

## Positive curvature in every direction: $p>0$ and $pr>q^2$

Physically, the energy curves upwards along every combination of the two updates, so the coupling $q$ between the spins is not strong enough to create a downward-curving direction. This is an assumption about the step, and Hartree–Fock steps can violate it, because same-spin exchange enters the energy with a negative sign. Suppose that $d_\alpha$ is the difference of two distinct one-electron density matrices, each the projector onto a single orbital. Then $d_\alpha=\lambda(|a\rangle\langle a|-|b\rangle\langle b|)$ with orthonormal orbitals $a,b$ and $\lambda\ne0$, and $p=-2\lambda^2(J_{ab}-K_{ab})<0$, where $J_{ab}$ and $K_{ab}$ are the Coulomb and exchange integrals. The comparison of the two minima does not apply to such a step.

By hand, the two conditions enter through

$$p\,(pu^2+2quv+rv^2)=(pu+qv)^2+Dv^2,$$

where $u,v$ are now real displacements. If $v\ne0$, the right side is positive because $D>0$, and $p>0$ can be divided out. If $v=0$ and $u\neq0$, the form is $pu^2>0$. `curvature_pos` makes the same case split.

```lean
/-- The curvature form is positive for every nonzero pair of displacements. -/
theorem curvature_pos {p q r : ℝ} (hp : 0 < p) (hd : q ^ 2 < p * r) {u v : ℝ}
    (h : u ≠ 0 ∨ v ≠ 0) : 0 < p * u ^ 2 + 2 * q * u * v + r * v ^ 2 := by
  by_cases hv : v = 0
  · have hu : u ≠ 0 := h.resolve_right (fun h' => h' hv)
    have hu2 : 0 < u ^ 2 := (sq_nonneg u).lt_of_ne' (pow_ne_zero 2 hu)
    have := mul_pos hp hu2
    subst hv
    linarith
  · have hv2 : 0 < v ^ 2 := (sq_nonneg v).lt_of_ne' (pow_ne_zero 2 hv)
    have h1 := mul_pos (sub_pos.mpr hd) hv2
    -- multiply by `p` and complete the square
    have h2 : 0 < p * (p * u ^ 2 + 2 * q * u * v + r * v ^ 2) := by
      linarith [sq_nonneg (p * u + q * v),
        show p * (p * u ^ 2 + 2 * q * u * v + r * v ^ 2)
          = (p * u + q * v) ^ 2 + (p * r - q ^ 2) * v ^ 2 by ring]
    exact (mul_pos_iff_of_pos_left hp).mp h2
```

The stationarity equations $a+px+qy=0$ and $b+qx+ry=0$ have the solution

$$x^*=\frac{qb-ra}{D},\qquad y^*=\frac{qa-pb}{D}.$$

At this point the quadratic part of $Q$ equals $-\tfrac12(ax^*+by^*)$, so

$$Q(x^*,y^*)=\tfrac12(ax^*+by^*)=-\frac{ra^2-2qab+pb^2}{2D}.$$

With $\xi=x-x^*$ and $\eta=y-y^*$, the linear terms vanish and

$$Q(x,y)=Q(x^*,y^*)+\tfrac12(p\xi^2+2q\xi\eta+r\eta^2).$$

This identity needs only $D\ne0$; Lean clears denominators with `field_simp` and finishes with `ring`.

```lean
/-- If `p * r - q ^ 2 ≠ 0`, the model is `separateMin` plus half the curvature form of the deviation
from the stationary point `(optUp, optDown)`. -/
theorem model_complete_square (a b p q r x y : ℝ) (hD : p * r - q ^ 2 ≠ 0) :
    model a b p q r x y = separateMin a b p q r +
      (p * (x - optUp a b p q r) ^ 2
        + 2 * q * (x - optUp a b p q r) * (y - optDown a b p q r)
        + r * (y - optDown a b p q r) ^ 2) / 2 := by
  unfold model separateMin optUp optDown
  field_simp
  ring
```

Positivity of the form then gives both the minimum and its uniqueness. `IsLeast` says that the value is attained and is a lower bound. The intermediate claim `hlt` is the strict inequality away from $(x^*,y^*)$.

```lean
/-- Separate damping attains its minimum, and only at the optimal pair of factors. -/
theorem separate_minimum (a b : ℝ) {p q r : ℝ} (hp : 0 < p) (hd : q ^ 2 < p * r) :
    IsLeast (range fun z : ℝ × ℝ => model a b p q r z.1 z.2) (separateMin a b p q r) ∧
    ∀ x y, model a b p q r x y = separateMin a b p q r ↔
      x = optUp a b p q r ∧ y = optDown a b p q r := by
  have hD : p * r - q ^ 2 ≠ 0 := (sub_pos.mpr hd).ne'
  have hopt : model a b p q r (optUp a b p q r) (optDown a b p q r)
      = separateMin a b p q r := by
    rw [model_complete_square _ _ _ _ _ _ _ hD]
    ring
  -- away from the optimal pair the energy is strictly higher
  have hlt : ∀ x y, ¬(x = optUp a b p q r ∧ y = optDown a b p q r) →
      separateMin a b p q r < model a b p q r x y := by
    intro x y h
    have h' : x - optUp a b p q r ≠ 0 ∨ y - optDown a b p q r ≠ 0 := by
      rw [sub_ne_zero, sub_ne_zero]
      exact not_and_or.mp h
    have := curvature_pos hp hd h'
    rw [model_complete_square _ _ _ _ _ x y hD]
    linarith
  refine ⟨⟨⟨(optUp a b p q r, optDown a b p q r), hopt⟩, ?_⟩, fun x y => ⟨fun h => ?_, ?_⟩⟩
  · rintro _ ⟨⟨x, y⟩, rfl⟩
    by_cases h : x = optUp a b p q r ∧ y = optDown a b p q r
    · obtain ⟨rfl, rfl⟩ := h
      exact hopt.ge
    · exact (hlt x y h).le
  · by_contra hne
    exact (hlt x y hne).ne' h
  · rintro ⟨rfl, rfl⟩
    exact hopt
```

Without these conditions the result fails in different ways. If $D>0$ but $p<0$, then $(x^*,y^*)$ is a maximum and $Q$ is unbounded below. If $D<0$, some direction curves downwards and $Q$ is again unbounded below. If $D=0$ and $p>0$, the direction $(-q,p)$ is flat: a minimum exists only when $pb=qa$, and it is then attained on a whole line.

A mistake that comes easily here is to optimise each spin with the other held fixed at zero, giving $x=-a/p$ and $y=-b/r$. This is correct for $q=0$, but in general it misses the coupling.

## Positive curvature along the common step: $S>0$

With one common factor $t$, the relevant curvature is $S$, and

$$Q(t,t)=(a+b)t+\tfrac12St^2=-\frac{(a+b)^2}{2S}+\frac S2\left(t+\frac{a+b}{S}\right)^2.$$

The minimum therefore lies at $t=-(a+b)/S$. `common_minimum` assumes only $S>0$ and completes this square.

```lean
/-- Minimum of the energy change when both spin densities share one damping factor. -/
theorem common_minimum (a b : ℝ) {p q r : ℝ} (hS : 0 < p + 2 * q + r) :
    IsLeast (range fun t : ℝ => model a b p q r t t) (commonMin a b p q r) := by
  have hS' := hS.ne'
  have key : ∀ t, model a b p q r t t = commonMin a b p q r +
      (p + 2 * q + r) * (t + (a + b) / (p + 2 * q + r)) ^ 2 / 2 := by
    intro t
    unfold model commonMin
    field_simp
    ring
  refine ⟨⟨-((a + b) / (p + 2 * q + r)), ?_⟩, ?_⟩
  · change model a b p q r _ _ = _
    rw [key]
    ring
  · rintro _ ⟨t, rfl⟩
    change _ ≤ model a b p q r t t
    rw [key]
    linarith [mul_nonneg hS.le (sq_nonneg (t + (a + b) / (p + 2 * q + r)))]
```

If $S<0$, common damping has no minimum. If $S=0$, it has one only when $a+b=0$. Under the assumptions on $p$ and $D$, however, $S>0$ is a consequence: it is the curvature form at $(1,1)$.

To compare the minima, put $\delta=x^*-y^*$ and $s=t-x^*$. On the diagonal the excess over the separate minimum is

$$\tfrac12[ps^2+2qs(s+\delta)+r(s+\delta)^2]=\tfrac12[Ss^2+2(q+r)\delta s+r\delta^2].$$

Its minimum over $s$ is

$$\frac{\delta^2}{2}\left(r-\frac{(q+r)^2}{S}\right)=\frac{D\,(x^*-y^*)^2}{2S},$$

since $rS-(q+r)^2=pr-q^2$. Lean verifies this gap directly from the closed formulas.

```lean
/-- For nonzero denominators, `commonMin` minus `separateMin` is a multiple of the squared
difference of `optUp` and `optDown`, with the factor given explicitly. -/
theorem damping_gap (a b : ℝ) {p q r : ℝ} (hD : p * r - q ^ 2 ≠ 0)
    (hS : p + 2 * q + r ≠ 0) :
    commonMin a b p q r - separateMin a b p q r =
      (p * r - q ^ 2) * (optUp a b p q r - optDown a b p q r) ^ 2
        / (2 * (p + 2 * q + r)) := by
  unfold commonMin separateMin optUp optDown
  field_simp
  ring
```

Because $D$ and $S$ are positive, the gap is non-negative and vanishes exactly when $x^*=y^*$. `separate_le_common` collects the two attained minima, the inequality and the equality condition.

```lean
/-- Both minima are attained; the separate-damping minimum is at most the common-damping one,
with equality exactly when the two optimal factors coincide. -/
theorem separate_le_common (a b : ℝ) {p q r : ℝ} (hp : 0 < p) (hd : q ^ 2 < p * r) :
    IsLeast (range fun z : ℝ × ℝ => model a b p q r z.1 z.2)
      (-(r * a ^ 2 - 2 * q * a * b + p * b ^ 2) / (2 * (p * r - q ^ 2))) ∧
    IsLeast (range fun t : ℝ => model a b p q r t t)
      (-(a + b) ^ 2 / (2 * (p + 2 * q + r))) ∧
    separateMin a b p q r ≤ commonMin a b p q r ∧
    (separateMin a b p q r = commonMin a b p q r ↔
      optUp a b p q r = optDown a b p q r) := by
  have hD : 0 < p * r - q ^ 2 := sub_pos.mpr hd
  have hS : 0 < p + 2 * q + r := by
    have := curvature_pos hp hd (u := 1) (v := 1) (Or.inl one_ne_zero)
    linarith
  have hgap := damping_gap a b hD.ne' hS.ne'
  have h2S : 0 < 2 * (p + 2 * q + r) := by linarith
  refine ⟨(separate_minimum a b hp hd).1, common_minimum a b hS, ?_, fun h => ?_, fun h => ?_⟩
  · have := div_nonneg (mul_nonneg hD.le
      (sq_nonneg (optUp a b p q r - optDown a b p q r))) h2S.le
    linarith
  · by_contra hne
    have hsq := (sq_nonneg (optUp a b p q r - optDown a b p q r)).lt_of_ne'
      (pow_ne_zero 2 (sub_ne_zero.mpr hne))
    have := div_pos (mul_pos hD hsq) h2S
    linarith
  · rw [h, sub_self] at hgap
    norm_num at hgap
    linarith
```

Restricting both factors to $[0,1]$ would be another way to model damping. The inequality would survive, since the diagonal is still part of the allowed square, but the closed formulas could fail. Equality could then also occur with $x^*\ne y^*$, for instance when both exceed 1 and the best allowed pair is $(1,1)$.

## Different optimal factors: the condition for a strict gain

Assume again that $p>0$ and $D>0$. A strict gain means that one fixed pair $(x,y)$ gives a lower energy than every common factor $t$. If $x^*=y^*$, the choice $t=x^*$ already reaches the unrestricted minimum, so no such pair exists. If $x^*\ne y^*$, the pair $(x^*,y^*)$ works, because uniqueness keeps every $(t,t)$ strictly above it. The Lean proof follows these two arguments.

```lean
/-- Some pair of separate factors gives a lower model energy than every common factor exactly
when the two optimal factors differ. -/
theorem strict_gain_iff (a b : ℝ) {p q r : ℝ} (hp : 0 < p) (hd : q ^ 2 < p * r) :
    (∃ x y, ∀ t, model a b p q r x y < model a b p q r t t) ↔
      optUp a b p q r ≠ optDown a b p q r := by
  obtain ⟨hmin, huniq⟩ := separate_minimum a b hp hd
  constructor
  · rintro ⟨x, y, h⟩ heq
    have h1 := h (optUp a b p q r)
    rw [(huniq _ _).mpr ⟨rfl, heq⟩] at h1
    exact not_lt_of_ge (hmin.2 ⟨(x, y), rfl⟩) h1
  · intro hne
    refine ⟨optUp a b p q r, optDown a b p q r, fun t => ?_⟩
    rw [(huniq _ _).mpr ⟨rfl, rfl⟩]
    refine lt_of_le_of_ne (hmin.2 ⟨(t, t), rfl⟩) (fun h => hne ?_)
    obtain ⟨h1, h2⟩ := (huniq t t).mp h.symm
    exact h1.symm.trans h2
```

Multiplying $x^*=y^*$ by $D$ gives $qb-ra=qa-pb$, that is, $(q+r)a=(p+q)b$. A strict gain for the energy functional is therefore equivalent to

$$(q+r)a\ne(p+q)b.$$

The next theorem states this with slopes and values of $B$ in place of the letters. Its hypotheses `hp` and `hd` are $p>0$ and $q^2<pr$. The proof replaces both energies by the model, cancels $E(P)$, and removes the common denominator $D$.

```lean
/-- For the energy functional, some pair of separate factors beats every common factor exactly
when the slopes and curvatures along the two spin updates violate one balance equation. -/
theorem energy_strict_gain_iff (l : V × V →ₗ[ℝ] ℝ) (B : V × V →ₗ[ℝ] V × V →ₗ[ℝ] ℝ)
    (hB : ∀ X Y, B X Y = B Y X) (P : V × V) (dα dβ : V)
    (hp : 0 < B (dα, 0) (dα, 0))
    (hd : B (dα, 0) (0, dβ) ^ 2 < B (dα, 0) (dα, 0) * B (0, dβ) (0, dβ)) :
    (∃ x y : ℝ, ∀ t : ℝ,
      energy l B (P + (x • dα, y • dβ)) < energy l B (P + (t • dα, t • dβ))) ↔
    (B (dα, 0) (0, dβ) + B (0, dβ) (0, dβ)) * slope l B P (dα, 0) ≠
      (B (dα, 0) (dα, 0) + B (dα, 0) (0, dβ)) * slope l B P (0, dβ) := by
  simp only [energy_along_steps l B hB, add_lt_add_iff_left]
  refine (strict_gain_iff _ _ hp hd).trans (not_congr ?_)
  unfold optUp optDown
  rw [div_left_inj' (sub_pos.mpr hd).ne']
  constructor <;> intro h <;> linear_combination -h
```

Equal slopes alone do not make separate factors superfluous: with $a=b\ne0$, the two optimal factors agree only if $p=r$.

A concrete case has one real parameter per spin, $P=0$, unit update directions, $\ell(X)=X_1$ (the spin-up component of $X$), and curvatures $p=r=2$, $q=1$. Here $a=1$, $b=0$, $D=3$ and $S=6$. This is an algebraic illustration, not a physical density: it starts from zero, and the optimal step makes the spin-up parameter negative.

```lean
/-- A coupled curvature form for one density parameter per spin. -/
def coupledForm : ℝ × ℝ →ₗ[ℝ] ℝ × ℝ →ₗ[ℝ] ℝ :=
  LinearMap.mk₂ ℝ (fun X Y => 2 * X.1 * Y.1 + X.1 * Y.2 + X.2 * Y.1 + 2 * X.2 * Y.2)
    (by intro X Y Z; simp only [Prod.fst_add, Prod.snd_add]; ring)
    (by intro c X Y; simp only [Prod.smul_fst, Prod.smul_snd, smul_eq_mul]; ring)
    (by intro X Y Z; simp only [Prod.fst_add, Prod.snd_add]; ring)
    (by intro c X Y; simp only [Prod.smul_fst, Prod.smul_snd, smul_eq_mul]; ring)
```

The optimal factors are $x^*=-2/3$ and $y^*=1/3$. The energy changes are $-1/3$ with separate factors and $-1/12$ with a common one. The spin-down density moves although its own slope is zero, because $q$ couples it to the spin-up density. The last theorem checks symmetry, both curvature conditions and the strict gain for this example.

```lean
/-- The coupled form is symmetric with positive curvature, and with a slope in the spin-up density
only, some pair of separate factors beats every common factor. -/
theorem energy_strict_gain_witness :
    (∀ X Y, coupledForm X Y = coupledForm Y X) ∧
    0 < coupledForm (1, 0) (1, 0) ∧
    coupledForm (1, 0) (0, 1) ^ 2 < coupledForm (1, 0) (1, 0) * coupledForm (0, 1) (0, 1) ∧
    ∃ x y : ℝ, ∀ t : ℝ,
      energy (LinearMap.fst ℝ ℝ ℝ) coupledForm (0 + (x • (1 : ℝ), y • (1 : ℝ))) <
        energy (LinearMap.fst ℝ ℝ ℝ) coupledForm (0 + (t • (1 : ℝ), t • (1 : ℝ))) := by
  have h1 : ∀ X Y, coupledForm X Y = coupledForm Y X := by
    intro X Y
    simp only [coupledForm, LinearMap.mk₂_apply]
    ring
  have h2 : 0 < coupledForm (1, 0) (1, 0) := by
    norm_num [coupledForm, LinearMap.mk₂_apply]
  have h3 : coupledForm (1, 0) (0, 1) ^ 2
      < coupledForm (1, 0) (1, 0) * coupledForm (0, 1) (0, 1) := by
    norm_num [coupledForm, LinearMap.mk₂_apply]
  refine ⟨h1, h2, h3, (energy_strict_gain_iff _ _ h1 0 1 1 h2 h3).mpr ?_⟩
  norm_num [slope, coupledForm, LinearMap.mk₂_apply]

end

end SeparateSpinDamping
```

```lean
#print axioms SeparateSpinDamping.separate_le_common
```

```
'SeparateSpinDamping.separate_le_common' depends on axioms: [propext, Classical.choice, Quot.sound]
```
